# Force-bias centring removes the one-step phaseless energy error of a real walker under linearised propagators

An auxiliary-field step with an imaginary coupling generally makes a real walker complex. Here the trial vector $T$, the walker $\varphi$, the Hamiltonian $H$ and the operators $D_g$ are real, and they are embedded in complex arrays only for propagation. The mixed estimators of the starting walker are therefore real numbers. The propagator is linear in the fields, $1+i\sum_g x_g(D_g-c_g)$, with real fields $x_g$, drawn from finitely many possibilities, and real centring constants $c_g$.

For $\langle T,\varphi\rangle\neq0$, the phaseless energy after one such step differs from its starting value by an explicit amount, which vanishes when each $c_g$ is the mixed estimator of $D_g$.

## Real data and the mixed estimator

In Lean 4 with Mathlib:

```lean
import Mathlib

open Matrix

namespace PhaselessForceBias

noncomputable section

variable {n ι γ : Type*} [Fintype n] [DecidableEq n] [Fintype ι] [Fintype γ]
```

The finite types `n`, `γ` and `ι` label the basis states, the auxiliary fields and the possible draws of those fields. A continuous field distribution, such as the usual Gaussian one, is therefore represented only by finitely many points, as in a quadrature or a finite sample. A vector is a function such as `φ : n → ℝ`.

```lean
/-- A real vector regarded as a complex one. -/
def cvec (φ : n → ℝ) : n → ℂ := fun i => (φ i : ℂ)
```

`cvec` reads a real vector as a complex one.

```lean
/-- A real matrix regarded as a complex one. -/
def cmat (M : Matrix n n ℝ) : Matrix n n ℂ := M.map Complex.ofRealHom
```

`cmat` does the same for matrices. No symmetry of the matrices and no determinant structure of the walker is assumed.

```lean
/-- The mixed estimator `⟨T, M φ⟩ / ⟨T, φ⟩`, linear in the operator `M`; its domain is
`⟨T, φ⟩ ≠ 0`. -/
def mixed (T φ : n → ℝ) : Matrix n n ℝ →ₗ[ℝ] ℝ where
  toFun M := (T ⬝ᵥ M *ᵥ φ) / (T ⬝ᵥ φ)
  map_add' M N := by simp [Matrix.add_mulVec, dotProduct_add, add_div]
  map_smul' r M := by simp [Matrix.smul_mulVec, dotProduct_smul, mul_div_assoc]
```

This is $\langle T,M\varphi\rangle/\langle T,\varphi\rangle$, where `⬝ᵥ` is the dot product and `*ᵥ` applies a matrix to a vector. The arrow `→ₗ[ℝ]` says that the estimator is a linear map of $M$; the two lines after `toFun` prove it. Rescaling $T$ or $\varphi$ by a nonzero factor changes nothing. Write $e$, $p_g$ and $f_g$ for the mixed estimators of $H$, $D_g$ and $HD_g$.

## One step with auxiliary fields

```lean
/-- The operator `∑ x_g (D_g - c_g)` selected by the auxiliary fields `x`. -/
def generator (D : γ → Matrix n n ℝ) (c x : γ → ℝ) : Matrix n n ℝ :=
  ∑ g, x g • (D g - c g • (1 : Matrix n n ℝ))
```

The generator is $\sum_g x_g(D_g-c_g)$, with each number $c_g$ multiplying the identity matrix.

```lean
/-- The short-time propagator `1 + i ∑ x_g (D_g - c_g)`. -/
def propagator (D : γ → Matrix n n ℝ) (c x : γ → ℝ) : Matrix n n ℂ :=
  1 + Complex.I • cmat (generator D c x)
```

The propagator is $B=1+i\sum_g x_g(D_g-c_g)$. The second-order terms of an exponential propagator are absent, as is the compensating term that a background subtraction adds to the Hamiltonian. Centring changes the operators; the field probabilities are not shifted or reweighted.

```lean
/-- The signed sum `∑ x_g (p_g - c_g)` of the deviations of the mixed estimators `p_g` of `D_g` from
the centring `c`, weighted by the fields `x`. -/
def biasMismatch (T φ : n → ℝ) (D : γ → Matrix n n ℝ) (c x : γ → ℝ) : ℝ :=
  ∑ g, x g * (mixed T φ (D g) - c g)
```

This defines $u=\sum_g x_g(p_g-c_g)$, a signed mismatch that vanishes for all fields exactly when $c_g=p_g$ for every $g$. That choice is called force-bias centring here, because the force bias of auxiliary-field Monte Carlo, a shift of the sampled fields, is built from the same mixed estimators.

```lean
/-- The mixed covariance of `H` with the operators `D_g`, summed along the fields `x`. -/
def energyCovariance (H : Matrix n n ℝ) (T φ : n → ℝ) (D : γ → Matrix n n ℝ)
    (x : γ → ℝ) : ℝ :=
  ∑ g, x g * (mixed T φ (H * D g) - mixed T φ (D g) * mixed T φ H)
```

This defines $v=\sum_g x_g(f_g-p_ge)$, a covariance of $H$ and $D_g$ in the mixed estimator.

```lean
/-- The ratio of the new overlap `⟨T, ψ⟩` to the old one `⟨T, φ⟩`, for `⟨T, φ⟩ ≠ 0`. -/
def overlapRatio (T φ : n → ℝ) (ψ : n → ℂ) : ℂ := (cvec T ⬝ᵥ ψ) / ((T ⬝ᵥ φ : ℝ) : ℂ)
```

For a propagated walker $\psi$, the overlap ratio is $r=\langle T,\psi\rangle/\langle T,\varphi\rangle$.

```lean
/-- The local energy `⟨T, H ψ⟩ / ⟨T, ψ⟩` of a complex walker, for `⟨T, ψ⟩ ≠ 0`. -/
def localEnergy (H : Matrix n n ℝ) (T : n → ℝ) (ψ : n → ℂ) : ℂ :=
  (cvec T ⬝ᵥ cmat H *ᵥ ψ) / (cvec T ⬝ᵥ ψ)
```

The local energy is $E=\langle T,H\psi\rangle/\langle T,\psi\rangle$, in general complex.

```lean
/-- The phaseless weight `|r| max(0, cos(arg r))` of an overlap ratio `r`. -/
def phaselessWeight (r : ℂ) : ℝ := ‖r‖ * max 0 (Real.cos r.arg)
```

The phaseless weight is $|r|\max(0,\cos\arg r)$.

```lean
/-- The mean real local energy of walkers `ψ_k` drawn with probabilities `P_k` and carrying
phaseless weights; its domain is a nonzero total weight. -/
def phaselessEnergy (H : Matrix n n ℝ) (T φ : n → ℝ) (P : ι → ℝ) (ψ : ι → n → ℂ) : ℝ :=
  (∑ k, P k * phaselessWeight (overlapRatio T φ (ψ k)) * (localEnergy H T (ψ k)).re) /
    ∑ k, P k * phaselessWeight (overlapRatio T φ (ψ k))
```

Draw $k$ has probability $P_k$ and gives the walker $\psi_k$. The phaseless energy is the mean of $\operatorname{Re}E$ with the phaseless weights, divided by the total weight.

```lean
/-- The phaseless energy after one step with a single field equal to `a` or `-a` with
probability one half each. -/
def twoPointEnergy (H : Matrix n n ℝ) (T φ : n → ℝ) (D : Matrix n n ℝ) (a c : ℝ) : ℝ :=
  phaselessEnergy H T φ (fun _ : Fin 2 => 1 / 2) (fun k =>
    propagator (fun _ : Unit => D) (fun _ => c) (fun _ => (![a, -a] : Fin 2 → ℝ) k) *ᵥ cvec φ)
```

Here there is one field, equal to $a$ or $-a$ with probability one half each. `Fin 2` labels the two draws and `Unit` the single field.

## Overlap and local energy after the step

```lean
/-- The amplitude `⟨T, H B φ⟩` after one propagator `B`, in terms of mixed estimators, for
`⟨T, φ⟩ ≠ 0`. -/
theorem propagated_amplitude (H : Matrix n n ℝ) (T φ : n → ℝ) (h : T ⬝ᵥ φ ≠ 0)
    (D : γ → Matrix n n ℝ) (c x : γ → ℝ) :
    cvec T ⬝ᵥ cmat H *ᵥ (propagator D c x *ᵥ cvec φ) =
      ((T ⬝ᵥ φ : ℝ) : ℂ) * (mixed T φ H + Complex.I *
        (energyCovariance H T φ D x + biasMismatch T φ D c x * mixed T φ H)) := by
  have hc : ∀ M : Matrix n n ℝ, cvec T ⬝ᵥ cmat M *ᵥ cvec φ =
      ((T ⬝ᵥ φ : ℝ) : ℂ) * (mixed T φ M : ℂ) := fun M => by
    have h1 : (T ⬝ᵥ φ) * mixed T φ M = T ⬝ᵥ M *ᵥ φ := mul_div_cancel₀ _ h
    rw [← Complex.ofReal_mul, h1]
    simp [cvec, cmat, dotProduct, Matrix.mulVec]
  -- the mixed estimator is linear, so the fields can be taken out
  have hg : mixed T φ (H * generator D c x) =
      energyCovariance H T φ D x + biasMismatch T φ D c x * mixed T φ H := by
    simp only [generator, energyCovariance, biasMismatch, Finset.mul_sum, Finset.sum_mul,
      map_sum, ← Finset.sum_add_distrib]
    refine Finset.sum_congr rfl fun g _ => ?_
    have h2 : H * (x g • (D g - c g • (1 : Matrix n n ℝ))) =
        x g • (H * D g - c g • H) := by
      rw [mul_smul_comm, mul_sub, mul_smul_comm, mul_one]
    rw [h2, map_smul, map_sub, map_smul, smul_eq_mul, smul_eq_mul]
    ring
  have hm : cmat H * cmat (generator D c x) = cmat (H * generator D c x) :=
    Matrix.map_mul.symm
  rw [propagator, Matrix.add_mulVec, Matrix.one_mulVec, Matrix.smul_mulVec,
    Matrix.mulVec_add, Matrix.mulVec_smul, Matrix.mulVec_mulVec, dotProduct_add,
    dotProduct_smul, hm, hc, hc, hg, smul_eq_mul]
  push_cast
  ring
```

A theorem lists its hypotheses before the colon and its conclusion after it; `h` is the condition $\langle T,\varphi\rangle\ne0$. By hand,
$$\langle T,HB\varphi\rangle=\langle T,\varphi\rangle\Big[e+i\sum_g x_g(f_g-c_ge)\Big].$$
Since $f_g-c_ge=(f_g-p_ge)+(p_g-c_g)e$, the bracket equals $e+i(v+ue)$. In the proof, `hc` turns complex amplitudes into mixed estimators, `hg` takes the fields out by linearity and regroups the terms, and `hm` handles the product of embedded matrices.

```lean
/-- For `⟨T, φ⟩ ≠ 0` the overlap ratio of a step is `1 + i u`, with `u` the bias mismatch. -/
theorem propagated_overlapRatio (T φ : n → ℝ) (h : T ⬝ᵥ φ ≠ 0)
    (D : γ → Matrix n n ℝ) (c x : γ → ℝ) :
    overlapRatio T φ (propagator D c x *ᵥ cvec φ) =
      1 + Complex.I * (biasMismatch T φ D c x : ℂ) := by
  have h1 : mixed T φ 1 = 1 := by simp [mixed, h]
  have h2 : energyCovariance 1 T φ D x = 0 := by simp [energyCovariance, h1]
  have h3 : cmat (1 : Matrix n n ℝ) = 1 := by simp [cmat]
  have key := propagated_amplitude 1 T φ h D c x
  rw [h3, Matrix.one_mulVec, h1, h2] at key
  have ho : ((T ⬝ᵥ φ : ℝ) : ℂ) ≠ 0 := Complex.ofReal_ne_zero.mpr h
  rw [overlapRatio, key, mul_div_cancel_left₀ _ ho]
  simp
```

Set $H=1$ in the previous result. Then $e=1$ and $f_g=p_g$, so $v=0$ and $r=1+iu$. The steps `h1` and `h2` are these two observations.

```lean
/-- The complex local energy after one step, for `⟨T, φ⟩ ≠ 0`. -/
theorem propagated_localEnergy (H : Matrix n n ℝ) (T φ : n → ℝ) (h : T ⬝ᵥ φ ≠ 0)
    (D : γ → Matrix n n ℝ) (c x : γ → ℝ) :
    localEnergy H T (propagator D c x *ᵥ cvec φ) =
      (mixed T φ H + Complex.I *
        (energyCovariance H T φ D x + biasMismatch T φ D c x * mixed T φ H)) /
        (1 + Complex.I * (biasMismatch T φ D c x : ℂ)) := by
  have ho : ((T ⬝ᵥ φ : ℝ) : ℂ) ≠ 0 := Complex.ofReal_ne_zero.mpr h
  have hr := propagated_overlapRatio T φ h D c x
  rw [overlapRatio, div_eq_iff ho, mul_comm] at hr
  rw [localEnergy, propagated_amplitude H T φ h, hr, mul_div_mul_left _ _ ho]
```

Dividing the two amplitudes cancels $\langle T,\varphi\rangle$:
$$E=\frac{e+i(v+ue)}{1+iu}.$$

## What the phase projection discards

```lean
/-- The phaseless weight is the real part of the overlap ratio, cut off at zero. -/
theorem phaselessWeight_eq (r : ℂ) : phaselessWeight r = max 0 r.re := by
  rw [phaselessWeight, mul_max_of_nonneg _ _ (norm_nonneg r), mul_zero,
    Complex.norm_mul_cos_arg]
```

Because $|r|\ge0$, it can be moved inside the maximum, and $|r|\cos\arg r=\operatorname{Re}r$. The weight is thus $\max(0,\operatorname{Re}r)$, which is $1$ for $r=1+iu$.

```lean
omit [Fintype n] in
/-- The propagators of opposite fields average to the identity. -/
theorem mean_propagator (D : γ → Matrix n n ℝ) (c x : γ → ℝ) :
    (1 / 2 : ℂ) • (propagator D c x + propagator D c (-x)) = 1 := by
  have hg : generator D c (-x) = -generator D c x := by
    simp only [generator, Pi.neg_apply, neg_smul, Finset.sum_neg_distrib]
  ext i j
  simp only [propagator, hg, cmat, Matrix.smul_apply, Matrix.add_apply, Matrix.map_apply,
    Matrix.neg_apply, map_neg, smul_eq_mul]
  ring
```

The generator is odd in $x$, so the imaginary parts for $x$ and $-x$ cancel and the mean propagator is the identity. The energy to compare with is therefore the initial $e$.

```lean
/-- If the full complex overlap ratios are kept as weights, fields of mean zero leave the energy
estimator at its initial value, for `⟨T, φ⟩ ≠ 0` and `P` summing to one. -/
theorem complex_weights_exact (H : Matrix n n ℝ) (T φ : n → ℝ) (h : T ⬝ᵥ φ ≠ 0)
    (D : γ → Matrix n n ℝ) (c : γ → ℝ) (P : ι → ℝ) (x : ι → γ → ℝ)
    (hP : ∑ k, P k = 1) (hx : ∀ g, ∑ k, P k * x k g = 0) :
    (∑ k, (P k : ℂ) * overlapRatio T φ (propagator D c (x k) *ᵥ cvec φ) *
        localEnergy H T (propagator D c (x k) *ᵥ cvec φ)) /
      (∑ k, (P k : ℂ) * overlapRatio T φ (propagator D c (x k) *ᵥ cvec φ)) =
      mixed T φ H := by
  have hz : ∀ y : γ → ℝ, ∑ k, P k * ∑ g, x k g * y g = 0 := fun y => by
    simp_rw [Finset.mul_sum]
    rw [Finset.sum_comm]
    refine Finset.sum_eq_zero fun g _ => ?_
    simp_rw [← mul_assoc]
    rw [← Finset.sum_mul, hx g, zero_mul]
  have hU : ∑ k, P k * biasMismatch T φ D c (x k) = 0 := hz _
  have hV : ∑ k, P k * energyCovariance H T φ D (x k) = 0 := hz _
  have hne : ∀ u : ℝ, (1 + Complex.I * (u : ℂ)) ≠ 0 := fun u hu => by
    have := congrArg Complex.re hu
    simp at this
  have hden : ∑ k, (P k : ℂ) * (1 + Complex.I * (biasMismatch T φ D c (x k) : ℂ)) = 1 := by
    calc _ = ((∑ k, P k : ℝ) : ℂ) +
          Complex.I * ((∑ k, P k * biasMismatch T φ D c (x k) : ℝ) : ℂ) := by
          push_cast
          rw [Finset.mul_sum, ← Finset.sum_add_distrib]
          exact Finset.sum_congr rfl fun _ _ => by ring
      _ = 1 := by rw [hP, hU]; simp
  simp only [propagated_overlapRatio T φ h, propagated_localEnergy H T φ h, mul_assoc,
    mul_div_cancel₀ _ (hne _)]
  rw [hden, div_one]
  calc _ = ((∑ k, P k : ℝ) : ℂ) * mixed T φ H + Complex.I *
        (((∑ k, P k * energyCovariance H T φ D (x k) : ℝ) : ℂ) +
          ((∑ k, P k * biasMismatch T φ D c (x k) : ℝ) : ℂ) * mixed T φ H) := by
        push_cast
        simp only [Finset.sum_mul, Finset.mul_sum, ← Finset.sum_add_distrib]
        exact Finset.sum_congr rfl fun _ _ => by ring
    _ = mixed T φ H := by rw [hP, hU, hV]; simp
```

Now keep $r$ itself as the weight. The hypotheses `hP` and `hx` say that $\sum_kP_k=1$ and that every field has mean zero. With $u_k,v_k$ the values of $u,v$ in draw $k$, the product $r_kE_k$ is $e+i(v_k+u_ke)$. Both $u_k$ and $v_k$ are linear in the fields and average to zero (`hU`, `hV`), so the numerator is $e$ and the denominator is $1$ (`hden`).

## The general error

```lean
/-- The one-step phaseless energy error is the average of `u v / (1 + u²)`, with `u` the bias
mismatch and `v` the energy covariance, for `⟨T, φ⟩ ≠ 0` and `P` summing to one. -/
theorem phaseless_error (H : Matrix n n ℝ) (T φ : n → ℝ) (h : T ⬝ᵥ φ ≠ 0)
    (D : γ → Matrix n n ℝ) (c : γ → ℝ) (P : ι → ℝ) (x : ι → γ → ℝ) (hP : ∑ k, P k = 1) :
    phaselessEnergy H T φ P (fun k => propagator D c (x k) *ᵥ cvec φ) - mixed T φ H =
      ∑ k, P k * (biasMismatch T φ D c (x k) * energyCovariance H T φ D (x k) /
        (1 + biasMismatch T φ D c (x k) ^ 2)) := by
  -- every walker keeps unit weight
  have hw : ∀ u : ℝ, phaselessWeight (1 + Complex.I * (u : ℂ)) = 1 := fun u => by
    rw [phaselessWeight_eq]
    simp
  have hre : ∀ e u v : ℝ, (((e : ℂ) + Complex.I * (v + u * e)) /
      (1 + Complex.I * (u : ℂ))).re = e + u * v / (1 + u ^ 2) := fun e u v => by
    have hd : 1 + u ^ 2 ≠ 0 := by positivity
    have hn : Complex.normSq (1 + Complex.I * (u : ℂ)) = 1 + u ^ 2 := by
      simp [Complex.normSq_apply]
      ring
    rw [Complex.div_re, hn, ← add_div, div_eq_iff hd, add_mul, div_mul_cancel₀ _ hd]
    simp
    ring
  simp only [phaselessEnergy, propagated_overlapRatio T φ h, propagated_localEnergy H T φ h,
    hw, hre, mul_one, hP, div_one]
  -- the constant part of the local energy averages to the mixed estimator
  simp only [mul_add, Finset.sum_add_distrib, ← Finset.sum_mul, hP]
  ring
```

Multiplying numerator and denominator of $E_k$ by $1-iu_k$ gives
$$E_k=e+\frac{u_kv_k+iv_k}{1+u_k^2}.$$
All phaseless weights are $1$ (`hw`), and `hre` is the real part of this formula. Averaging yields
$$\text{phaseless energy}-e=\sum_kP_k\frac{u_kv_k}{1+u_k^2}.$$
The complex weights would have added $-\operatorname{Im}r_k\operatorname{Im}E_k=-u_kv_k/(1+u_k^2)$ to the real part, which is exactly the term that the projection loses. The theorem does not ask for fields of mean zero and measures the difference from the initial energy $e$. This difference is the error made by the projection when the fields have mean zero, since the complex weights then return $e$.

```lean
/-- Centring each `D_g` at its mixed estimator removes the one-step phaseless energy error, for
`⟨T, φ⟩ ≠ 0` and `P` summing to one. -/
theorem force_bias_exact (H : Matrix n n ℝ) (T φ : n → ℝ) (h : T ⬝ᵥ φ ≠ 0)
    (D : γ → Matrix n n ℝ) (P : ι → ℝ) (x : ι → γ → ℝ) (hP : ∑ k, P k = 1) :
    phaselessEnergy H T φ P
      (fun k => propagator D (fun g => mixed T φ (D g)) (x k) *ᵥ cvec φ) = mixed T φ H := by
  rw [← sub_eq_zero, phaseless_error H T φ h D _ P x hP]
  simp [biasMismatch]
```

With $c_g=p_g$, every $u_k$ is zero and so is the error. The fields need not have mean zero: the local energy of each walker is $e+iv_k$, with real part $e$.

## A single field with two values

```lean
/-- For one field `±a` the error is `a² q (f - p e) / (1 + a² q²)` with `q = p - c`, where
`p`, `e`, `f` are the mixed estimators of `D`, `H`, `H D` and `⟨T, φ⟩ ≠ 0`. -/
theorem two_point_error (H : Matrix n n ℝ) (T φ : n → ℝ) (h : T ⬝ᵥ φ ≠ 0)
    (D : Matrix n n ℝ) (a c : ℝ) :
    twoPointEnergy H T φ D a c - mixed T φ H =
      a ^ 2 * (mixed T φ D - c) * (mixed T φ (H * D) - mixed T φ D * mixed T φ H) /
        (1 + a ^ 2 * (mixed T φ D - c) ^ 2) := by
  rw [twoPointEnergy, phaseless_error H T φ h _ _ _
    (fun k _ => (![a, -a] : Fin 2 → ℝ) k) (by norm_num)]
  simp only [Fin.sum_univ_two, biasMismatch, energyCovariance, Finset.univ_unique,
    Finset.sum_singleton, Matrix.cons_val_zero, Matrix.cons_val_one, neg_mul,
    neg_sq, mul_pow]
  ring
```

Drop the index $g$ and put $q=p-c$. For the fields $\pm a$ we have $u=\pm aq$ and $v=\pm a(f-pe)$ with matching signs. Both draws give the same contribution, so the error is
$$\frac{a^2q(f-pe)}{1+a^2q^2}.$$
For small $a$ it behaves as $a^2q(f-pe)$. If $a^2$ scales with the time step, this is the same order as the omitted second-order terms, so in auxiliary-field Monte Carlo the formula describes the projection error of this linearised single step, not the full time-step bias.

```lean
/-- For one field `±a` and `⟨T, φ⟩ ≠ 0`, the phaseless energy is exact only if the field is zero,
the centring `c` is the mixed estimator of `D`, or the mixed covariance of `H` and `D` vanishes;
each suffices. -/
theorem two_point_exact_iff (H : Matrix n n ℝ) (T φ : n → ℝ) (h : T ⬝ᵥ φ ≠ 0)
    (D : Matrix n n ℝ) (a c : ℝ) :
    twoPointEnergy H T φ D a c = mixed T φ H ↔
      a = 0 ∨ mixed T φ D = c ∨ mixed T φ (H * D) = mixed T φ D * mixed T φ H := by
  have hd : 1 + a ^ 2 * (mixed T φ D - c) ^ 2 ≠ 0 := by positivity
  rw [← sub_eq_zero (a := twoPointEnergy H T φ D a c), two_point_error H T φ h,
    div_eq_zero_iff, or_iff_left hd, mul_eq_zero, mul_eq_zero, pow_eq_zero_iff two_ne_zero,
    sub_eq_zero, sub_eq_zero, or_assoc]

end

end PhaselessForceBias
```

The denominator is positive, so the error vanishes exactly when a factor of the numerator does: $a=0$, $c=p$ or $f=pe$. The proof splits the product in this way.

In a one-dimensional space all operators are numbers, so $f=pe$ and the error is always zero. Two dimensions suffice for a nonzero one. Take $T=(1,0)$, $\varphi=(1,1)$, $D=\operatorname{diag}(0,1)$, $c=-1$, and let $H$ exchange the two basis states. Then $e=1$, $p=0$, $f=1$, and the error is $a^2/(1+a^2)$.

The same example shows what the mean-zero condition does in `complex_weights_exact`. If the field always equals $1$, the estimator with complex weights is $(1+2i)/(1+i)=(3+i)/2$ instead of $1$. It fails because $v$ has a nonzero average; a zero average of $v$ would be enough.

```lean
#print axioms PhaselessForceBias.mean_propagator
-- 'PhaselessForceBias.mean_propagator' depends on axioms: [propext, Classical.choice, Quot.sound]
#print axioms PhaselessForceBias.complex_weights_exact
-- 'PhaselessForceBias.complex_weights_exact' depends on axioms: [propext, Classical.choice, Quot.sound]
#print axioms PhaselessForceBias.force_bias_exact
-- 'PhaselessForceBias.force_bias_exact' depends on axioms: [propext, Classical.choice, Quot.sound]
#print axioms PhaselessForceBias.two_point_exact_iff
-- 'PhaselessForceBias.two_point_exact_iff' depends on axioms: [propext, Classical.choice, Quot.sound]
```
